# No rotation system on \(K_{3,3}\) has the Euler characteristic of a sphere

## Cages, darts and faces

A cage drawn on a sphere has its atoms as points and its bonds as curves that meet only at atoms; the regions between the bonds are its faces. The question is whether six atoms in two sets of three, with every atom bonded to all three atoms of the other set, can form such a cage. Their bond graph is called \(K_{3,3}\).

A drawing is recorded here by combinatorial data. A **dart** is a bond with a direction. The dart \(d=(x,y)\) starts at \(s(d)=x\) and ends at \(t(d)=y\), and its reverse is \(\bar d=(y,x)\). In Lean these are `d.fst`, `d.snd` and `d.symm`.

```lean
import Mathlib

open SimpleGraph

namespace BipartiteCages
```

A rotation system is a permutation \(\rho\) of the darts, called `next`. It keeps the starting atom (`fst_next`), and its powers carry any dart to every other dart with the same start (`cyclic`). It thus gives the order in which one meets the bonds when going once around an atom.

```lean
/-- A rotation system: a permutation of the darts (oriented edges) that cyclically orders
the darts leaving each vertex. -/
structure RotationSystem {V : Type*} (G : SimpleGraph V) where
  next : Equiv.Perm G.Dart
  fst_next : ∀ d, (next d).fst = d.fst
  cyclic : ∀ d e : G.Dart, d.fst = e.fst → next.SameCycle d e
```

Face tracing is the permutation \(\varphi(d)=\rho(\bar d)\): run along a dart, turn around at its end, and take the next dart there.

```lean
/-- Face tracing: run along a dart, turn around at its end, and take the next dart there. -/
def RotationSystem.faceStep {V : Type*} {G : SimpleGraph V} (R : RotationSystem G) :
    Equiv.Perm G.Dart :=
  (⟨fun d => d.symm, fun d => d.symm, fun d => d.symm_symm, fun d => d.symm_symm⟩ :
    Equiv.Perm G.Dart).trans R.next
```

The faces are the orbits of \(\varphi\), and \(F\) is their number. In Lean, orbits are classes of the relation `SameCycle`.

```lean
/-- The number of faces, counted as orbits of the face-tracing permutation (by convention 0 if there
are infinitely many). -/
noncomputable def RotationSystem.faceCount {V : Type*} {G : SimpleGraph V}
    (R : RotationSystem G) : ℕ :=
  Nat.card (Quotient (Equiv.Perm.SameCycle.setoid R.faceStep))
```

With \(V\) atoms and \(E\) bonds, the Euler characteristic is \(\chi=V-E+F\), an integer that may be negative.

```lean
/-- The Euler characteristic `V - E + F` of a rotation system on a finite graph. -/
noncomputable def RotationSystem.eulerChar {V : Type*} {G : SimpleGraph V}
    (R : RotationSystem G) : ℤ :=
  (Nat.card V : ℤ) - (Nat.card G.edgeSet : ℤ) + (R.faceCount : ℤ)
```

One step from this model to a real drawing is taken from topology and not proved below: a drawing on the sphere of a finite connected graph with at least one bond yields a rotation system whose face-tracing orbits correspond to the regions, and it has \(\chi=2\).

## (a) Consecutive darts of a face

Show that each dart of a face starts where the preceding one ended:
\[
s(\varphi(d))=t(d).
\]

**Solution.** Since \(\rho\) keeps starting atoms, \(s(\varphi(d))=s(\rho(\bar d))=s(\bar d)=t(d)\). The Lean proof is the same single use of `fst_next`, applied to the reversed dart.

```lean
/-- Each dart of a face starts where the preceding dart ended. -/
theorem faceStep_fst {V : Type*} {G : SimpleGraph V} (R : RotationSystem G) (d : G.Dart) :
    (R.faceStep d).fst = d.snd :=
  R.fst_next d.symm
```

## (b) No short returns

Let the atoms be coloured with two colours so that bonded atoms differ, as in an alternant hydrocarbon, and let no atom have exactly one neighbour. Show that
\[
\varphi^k(d)\neq d\qquad\text{for } k=1,2,3.
\]

**Solution.** Write \(d=(x,y)\) and suppose that \(\varphi^k(d)=d\).

- For \(k=1\), part (a) gives \(x=s(\varphi(d))=y\). No atom is bonded to itself, so this is impossible.
- For \(k=2\), the dart \(\varphi(d)\) starts at \(y\). It ends where \(\varphi^2(d)=d\) starts, at \(x\). Hence \(\varphi(d)=\bar d\), that is, \(\rho(\bar d)=\bar d\). All powers of \(\rho\) then fix \(\bar d\), so it is the only dart leaving \(y\). But \(y\) has a neighbour \(w\neq x\), and \((y,w)\) is a second one.
- For \(k=3\), the darts are \((x,y)\), \((y,z)\) and \((z,x)\) for some atom \(z\). The colours of \(x,y,z\) would have to be pairwise different, and there are only two.

In Lean the colouring is `c`, with values in `Bool`, and `hdeg` says that an atom with a neighbour \(v\) also has a neighbour other than \(v\). The tactic `interval_cases k` produces the three cases. In the second, `hfix` is \(\rho(\bar d)=\bar d\), and `R.cyclic` supplies the power of \(\rho\) that should carry \(\bar d\) to \((y,w)\). In the third, `key` checks all colour triples.

```lean
/-- In a two-colourable graph without pendant vertices, face tracing never returns to a dart
after one, two or three steps. -/
theorem faceStep_pow_ne {V : Type*} {G : SimpleGraph V} (R : RotationSystem G)
    (c : G.Coloring Bool) (hdeg : ∀ u v, G.Adj u v → ∃ w, G.Adj u w ∧ w ≠ v)
    (d : G.Dart) (k : ℕ) (hk : 0 < k) (hk4 : k < 4) : (R.faceStep ^ k) d ≠ d := by
  intro h
  interval_cases k
  · -- one step: the dart would be a loop
    rw [pow_one] at h
    have h1 := faceStep_fst R d
    rw [h] at h1
    exact d.adj.ne h1
  · -- two steps: the rotation would fix a dart, so its vertex would be pendant
    rw [pow_two] at h
    change R.faceStep (R.faceStep d) = d at h
    have h1 := faceStep_fst R (R.faceStep d)
    rw [h] at h1
    have hfix : R.next d.symm = d.symm :=
      Dart.toProd_injective (Prod.ext (faceStep_fst R d) h1.symm)
    obtain ⟨w, hw, hne⟩ := hdeg d.snd d.fst d.adj.symm
    obtain ⟨j, hj⟩ := R.cyclic d.symm ⟨(d.snd, w), hw⟩ rfl
    rw [Equiv.Perm.zpow_apply_eq_self_of_apply_eq_self hfix j] at hj
    exact hne (congrArg (fun x : G.Dart => x.snd) hj).symm
  · -- three steps: the colours would alternate around an odd closed walk
    rw [pow_succ, pow_two] at h
    change R.faceStep (R.faceStep (R.faceStep d)) = d at h
    have key : ∀ p q r : Bool, p ≠ q → q ≠ r → r ≠ p → False := by decide
    have h2 := c.valid (R.faceStep d).adj
    rw [faceStep_fst] at h2
    have h3 := c.valid (R.faceStep (R.faceStep d)).adj
    rw [faceStep_fst, ← faceStep_fst R (R.faceStep (R.faceStep d)), h] at h3
    exact key _ _ _ (c.valid d.adj) h2 h3
```

## (c) Faces against bonds

For a finite graph as in (b), show that
\[
2F\le E.
\]

**Solution.** Choose a dart \(d_f\) on each face \(f\). The darts
\[
d_f,\quad \varphi(d_f),\quad \varphi^2(d_f),\quad \varphi^3(d_f)
\]
are distinct: if \(\varphi^i(d_f)=\varphi^j(d_f)\) with \(0\le i<j<4\), cancelling \(\varphi^i\) gives \(\varphi^{j-i}(d_f)=d_f\), against (b). Different faces share no dart, so there are at least \(4F\) darts. Each bond carries two, so \(4F\le 2E\).

The Lean proof has the same three stages. The cancellation is `hlt`; `hinj` says that the map from pairs (face, exponent below four) to darts is injective; and `hd` counts the darts as \(2E\).

```lean
/-- On a finite two-colourable graph without pendant vertices, every rotation system has at
most half as many faces as there are edges. -/
theorem two_mul_faceCount_le {V : Type*} [Fintype V] {G : SimpleGraph V}
    (R : RotationSystem G) (c : G.Coloring Bool)
    (hdeg : ∀ u v, G.Adj u v → ∃ w, G.Adj u w ∧ w ≠ v) :
    2 * R.faceCount ≤ Nat.card G.edgeSet := by
  classical
  have hlt : ∀ (x : G.Dart) (i j : ℕ), i < j → j < 4 →
      (R.faceStep ^ i) x ≠ (R.faceStep ^ j) x := by
    intro x i j hij hj h
    have e : j = i + (j - i) := by omega
    rw [e, pow_add, Equiv.Perm.mul_apply] at h
    exact faceStep_pow_ne R c hdeg x (j - i) (by omega) (by omega)
      ((R.faceStep ^ i).injective h).symm
  -- four distinct darts are chosen on every face
  have hinj : Function.Injective
      (fun p : Quotient (Equiv.Perm.SameCycle.setoid R.faceStep) × Fin 4 =>
        (R.faceStep ^ (p.2 : ℕ)) p.1.out) := by
    rintro ⟨p, i⟩ ⟨q, j⟩ h
    change (R.faceStep ^ (i : ℕ)) p.out = (R.faceStep ^ (j : ℕ)) q.out at h
    have hs : R.faceStep.SameCycle p.out ((R.faceStep ^ (j : ℕ)) q.out) :=
      ⟨(i : ℕ), by rw [zpow_natCast]; exact h⟩
    have hpq : p = q := (Quotient.out_eq p).symm.trans
      ((Quotient.sound (Equiv.Perm.sameCycle_pow_right.1 hs)).trans (Quotient.out_eq q))
    subst hpq
    rcases lt_trichotomy (i : ℕ) (j : ℕ) with hij | hij | hij
    · exact absurd h (hlt _ _ _ hij j.isLt)
    · rw [Fin.ext hij]
    · exact absurd h.symm (hlt _ _ _ hij i.isLt)
  have hcard := Nat.card_le_card_of_injective _ hinj
  rw [Nat.card_prod, Nat.card_fin] at hcard
  -- every edge carries two darts
  have hd : Nat.card G.Dart = 2 * Nat.card G.edgeSet := by
    rw [Nat.card_eq_fintype_card, Nat.card_eq_fintype_card, ← edgeFinset_card]
    exact G.dart_card_eq_twice_card_edges
  unfold RotationSystem.faceCount
  omega
```

## (d) Bonds of \(K_{m,n}\)

The graph \(K_{m,n}\) has atoms \(a_0,\dots,a_{m-1}\) on the left and \(b_0,\dots,b_{n-1}\) on the right, and each \(a_i\) is bonded to each \(b_j\). In Lean the atoms form the type `Fin m ⊕ Fin n`, with `Sum.inl` for left and `Sum.inr` for right.

```lean
/-- The complete bipartite graph `K_{m,n}`. -/
abbrev K (m n : ℕ) : SimpleGraph (Fin m ⊕ Fin n) := completeBipartiteGraph (Fin m) (Fin n)
```

Colouring each atom by its side separates bonded atoms.

```lean
/-- The two-colouring of `K_{m,n}` by its two sides. -/
def sides (m n : ℕ) : (K m n).Coloring Bool :=
  Coloring.mk Sum.isLeft (by
    intro x y h
    rcases x with a | a <;> rcases y with b | b <;> simp_all)
```

Show that
\[
E=mn.
\]

**Solution.** Send the pair \((i,j)\) to the bond \(\{a_i,b_j\}\). Different pairs give different bonds, and every bond has one end on each side, so it arises in this way. There are \(mn\) pairs.

In Lean this bijection is `hb`. For surjectivity the proof goes through the four choices of sides for the two ends: two are not bonds, and one needs its ends swapped.

```lean
/-- `K_{m,n}` has `m n` edges. -/
theorem card_edges (m n : ℕ) : Nat.card (K m n).edgeSet = m * n := by
  have hb : Function.Bijective (fun p : Fin m × Fin n =>
      (⟨s(Sum.inl p.1, Sum.inr p.2), by simp⟩ : (K m n).edgeSet)) := by
    constructor
    · rintro ⟨a, b⟩ ⟨a', b'⟩ h
      simpa using h
    · rintro ⟨e, he⟩
      induction e using Sym2.ind with
      | _ x y =>
        rcases x with a | a <;> rcases y with b | b
        · exact absurd he (by simp)
        · exact ⟨(a, b), rfl⟩
        · exact ⟨(b, a), Subtype.ext Sym2.eq_swap⟩
        · exact absurd he (by simp)
  exact (Nat.card_eq_of_bijective _ hb).symm.trans (by simp)
```

## (e) The face bound for \(K_{m,n}\)

For \(m,n\ge 2\), show that every rotation system on \(K_{m,n}\) satisfies
\[
2F\le mn.
\]

**Solution.** The sides give the two colours. A left atom has \(n\ge2\) neighbours and a right atom has \(m\ge2\), so none has exactly one. Part (c) gives \(2F\le E\), and part (d) gives \(E=mn\). In Lean, `exists_ne b` finds the second neighbour.

```lean
/-- For `m, n ≥ 2`, every rotation system on `K_{m,n}` has at most `m n / 2` faces. -/
theorem two_mul_faceCount_le_mul {m n : ℕ} (hm : 2 ≤ m) (hn : 2 ≤ n)
    (R : RotationSystem (K m n)) : 2 * R.faceCount ≤ m * n := by
  have : Nontrivial (Fin m) := Fin.nontrivial_iff_two_le.2 hm
  have : Nontrivial (Fin n) := Fin.nontrivial_iff_two_le.2 hn
  rw [← card_edges m n]
  refine two_mul_faceCount_le R (sides m n) ?_
  intro u v h
  rcases u with a | a <;> rcases v with b | b
  · exact absurd h (by simp)
  · obtain ⟨w, hw⟩ := exists_ne b
    exact ⟨Sum.inr w, by simp, by simpa using hw⟩
  · obtain ⟨w, hw⟩ := exists_ne b
    exact ⟨Sum.inl w, by simp, by simpa using hw⟩
  · exact absurd h (by simp)
```

## (f) Excluding the value 2

For \(m,n\ge3\), show that every rotation system on \(K_{m,n}\) has
\[
\chi=m+n-mn+F\neq 2.
\]

**Solution.** If \(\chi=2\), then \(F=mn-m-n+2\). Inserting this in (e) gives
\[
2mn-2m-2n+4\le mn,
\]
which is \((m-2)(n-2)\le0\). Both factors are at least 1, a contradiction.

Lean moves the inequalities to the integers with `zify`. It then gives `nlinarith` the product \((m-3)(n-3)\ge0\), which implies
\[
(m-2)(n-2)\ge m+n-5\ge1.
\]

```lean
/-- For `m, n ≥ 3`, no rotation system on `K_{m,n}` has the Euler characteristic 2 of the
sphere. -/
theorem not_spherical {m n : ℕ} (hm : 3 ≤ m) (hn : 3 ≤ n)
    (R : RotationSystem (K m n)) : R.eulerChar ≠ 2 := by
  intro h
  have hF := two_mul_faceCount_le_mul (by omega) (by omega) R
  have hV : Nat.card (Fin m ⊕ Fin n) = m + n := by simp
  rw [RotationSystem.eulerChar, card_edges, hV] at h
  push_cast at h
  zify at hF hm hn
  nlinarith [mul_nonneg (sub_nonneg.2 hm) (sub_nonneg.2 hn)]
```

## (g) Six atoms and nine bonds

For every rotation system on \(K_{3,3}\), show that
\[
F\le4\qquad\text{and}\qquad \chi\le1.
\]

**Solution.** Part (e) gives \(2F\le9\), and \(F\) is an integer, so \(F\le4\). Then \(\chi=6-9+F\le1\). In Lean, `omega` does the rounding.

```lean
/-- Every rotation system on `K_{3,3}` has at most four faces, and `V - E + F ≤ 1`. -/
theorem K33_faces (R : RotationSystem (K 3 3)) : R.faceCount ≤ 4 ∧ R.eulerChar ≤ 1 := by
  have hF := two_mul_faceCount_le_mul (by norm_num) (by norm_num) R
  have hV : Nat.card (Fin 3 ⊕ Fin 3) = 6 := by simp
  rw [RotationSystem.eulerChar, card_edges, hV]
  constructor
  · omega
  · push_cast
    omega
```

Together with the topological step named at the start, this gives the familiar non-planarity of \(K_{3,3}\); the theorem itself speaks of rotation systems.

A Hückel calculation of orbital energies with one orbital per atom, equal site energies and equal couplings takes nothing but the bond graph as structural input, so it accepts \(K_{3,3}\) as readily as the triangular prism, which also has six atoms and nine bonds. Within this purely combinatorial model of a cage, the bound removes \(K_{3,3}\) from a list of candidate spherical cages before any energy is computed.

## (h) A cyclic relabelling

To see that the bound in (g) speaks of something, one needs a rotation system on \(K_{3,3}\). Let \(\sigma\) raise the index of every atom by one modulo 3, so that \(\sigma(a_i)=a_{i+1}\) and \(\sigma(b_j)=b_{j+1}\). Lean calls it `shift`.

```lean
/-- Cyclic relabelling of the three vertices on each side of `K_{3,3}`. -/
def shift : Fin 3 ⊕ Fin 3 → Fin 3 ⊕ Fin 3 := Sum.map (· + 1) (· + 1)
```

Write \(x\sim y\) for bonded atoms. Show that
\[
x\sim y\quad\Longrightarrow\quad x\sim\sigma(y).
\]

**Solution.** The map \(\sigma\) keeps each atom on its side, and in \(K_{3,3}\) atoms on opposite sides are always bonded. Lean checks the four choices of sides.

```lean
/-- In `K_{3,3}`, the cyclic relabelling turns a neighbour of a vertex into a neighbour. -/
theorem shift_adj {x y : Fin 3 ⊕ Fin 3} (h : (K 3 3).Adj x y) : (K 3 3).Adj x (shift y) := by
  rcases x with a | a <;> rcases y with b | b <;> simp_all [shift]
```

## (i) Face tracing in an explicit example

By (h), \(\rho(x,y)=(x,\sigma(y))\) is again a dart. Since \(\sigma^3\) is the identity, \(\rho\) has the inverse \((x,y)\mapsto(x,\sigma^2(y))\). The neighbours of \(x\) are \(y\), \(\sigma(y)\) and \(\sigma^2(y)\), so the powers 0, 1 and 2 of \(\rho\) reach all darts leaving \(x\). This makes \(\rho\) a rotation system.

```lean
/-- The rotation system on `K_{3,3}` that visits the neighbours of every vertex in the
order 0, 1, 2. -/
def cyclicRotation : RotationSystem (K 3 3) where
  next :=
    { toFun := fun d => ⟨(d.fst, shift d.snd), shift_adj d.adj⟩
      invFun := fun d => ⟨(d.fst, shift (shift d.snd)), shift_adj (shift_adj d.adj)⟩
      left_inv := fun d => Dart.toProd_injective (Prod.ext rfl
        ((by decide : ∀ x, shift (shift (shift x)) = x) d.snd))
      right_inv := fun d => Dart.toProd_injective (Prod.ext rfl
        ((by decide : ∀ x, shift (shift (shift x)) = x) d.snd)) }
  fst_next := fun _ => rfl
  cyclic := by
    intro d e h
    have key : ∀ x y z : Fin 3 ⊕ Fin 3, x.isLeft ≠ y.isLeft → x.isLeft ≠ z.isLeft →
        z = y ∨ z = shift y ∨ z = shift (shift y) := by decide
    have he : d.fst.isLeft ≠ e.snd.isLeft := by
      rw [h]
      exact (sides 3 3).valid e.adj
    rcases key _ _ _ ((sides 3 3).valid d.adj) he with h1 | h1 | h1
    · exact ⟨0, Dart.toProd_injective (Prod.ext h h1.symm)⟩
    · exact ⟨1, Dart.toProd_injective (Prod.ext h h1.symm)⟩
    · exact ⟨2, Dart.toProd_injective (Prod.ext h h1.symm)⟩
```

Show that its face tracing is
\[
\varphi(x,y)=(y,\sigma(x)).
\]

**Solution.** Reversing \((x,y)\) gives \((y,x)\), and \(\rho\) turns this into \((y,\sigma(x))\). In Lean both sides agree by unfolding the definitions, so `rfl` suffices.

```lean
/-- In the rotation system `cyclicRotation` on `K_{3,3}`, the dart from `x` to `y` is followed
along its face by the dart from `y` to the cyclic successor of `x`. -/
theorem cyclicRotation_witness (d : (K 3 3).Dart) :
    (cyclicRotation.faceStep d).toProd = (d.snd, shift d.fst) :=
  rfl

end BipartiteCages
```

The formula can be followed around a face, with indices modulo 3:
\[
(a_i,b_j)\to(b_j,a_{i+1})\to(a_{i+1},b_{j+1})\to\cdots
\]
Two steps raise both indices by one, so the face closes after six darts. The 18 darts then form three faces and \(\chi=6-9+3=0\), the value for a torus. The Lean theorem states the single step, and the face count is an informal consequence drawn from it here. Three is in fact the largest possible number of faces: every rotation system on a finite connected graph with at least one bond has even \(\chi\), a standard fact not proved here, so the bounds \(F\le4\) and \(\chi\le1\) in (g) are not attained.

```lean
#print axioms BipartiteCages.not_spherical
#print axioms BipartiteCages.K33_faces
```

```
'BipartiteCages.not_spherical' depends on axioms: [propext, Classical.choice, Quot.sound]
'BipartiteCages.K33_faces' depends on axioms: [propext, Classical.choice, Quot.sound]
```
